# Free energy does not increase along positive solutions of the finite Becker–Döring equations with detailed balance

Take a vapour that contains only monomers and dimers, with concentrations \(c_1\) and \(c_2\). Two monomers join at rate \(a_1c_1^2\), and dimers split at rate \(b_2c_2\), with \(a_1,b_2>0\). The net current is \(J=a_1c_1^2-b_2c_2\), so \(c_1'=-2J\) and \(c_2'=J\). Choose \(Q_2=a_1/b_2\) and follow the free energy

\[
F=c_1(\log c_1-1)+c_2\bigl(\log (c_2/Q_2)-1\bigr).
\]

Differentiation gives

\[
F'=-2J\log c_1+J\log\frac{c_2}{Q_2}=J\,\log\frac{b_2c_2}{a_1c_1^2}.
\]

If joining is faster than splitting, \(J\) is positive and the logarithm negative; in the opposite case both signs change. Hence \(F\) cannot rise. The problems below extend this to clusters of up to \(N\) monomers that grow and shrink by one monomer at a time.

## Currents, weights and solutions

```lean
import Mathlib

open Finset

namespace BeckerDoring

noncomputable section
```

For \(1\le n<N\), the current from size \(n\) to size \(n+1\) is \(J_n=a_nx_1x_n-b_{n+1}x_{n+1}\), and \(J_N=0\). Here `x` holds the concentrations at one instant, and `a` and `b` are the attachment and detachment constants. Any factor \(1/2\) for identical monomers is absorbed in \(a_1\).

```lean
/-- Net current from clusters of size `n` to size `n + 1` by gain or loss of one monomer;
no cluster grows beyond size `N`. -/
def flux (N : ℕ) (a b x : ℕ → ℝ) (n : ℕ) : ℝ :=
  if n < N then a n * x 1 * x n - b (n + 1) * x (n + 1) else 0
```

Write \(r_n\) for `rate`, the rate of change of \(x_n\). For \(n\ge2\) it is \(J_{n-1}-J_n\). Every growth step consumes a monomer and the first consumes two, so \(r_1=-J_1-\sum_{k=1}^{N-1}J_k\). In Lean, `Icc 1 N` is \(\{1,\dots,N\}\) and `Ico 1 N` is \(\{1,\dots,N-1\}\).

```lean
/-- Right-hand side of the Becker–Döring equations: the rate of change of the concentration
of clusters of size `n ≥ 1`, where every growth step also consumes a monomer. -/
def rate (N : ℕ) (a b x : ℕ → ℝ) (n : ℕ) : ℝ :=
  if n = 1 then -flux N a b x 1 - ∑ k ∈ Ico 1 N, flux N a b x k
  else flux N a b x (n - 1) - flux N a b x n
```

The free energy is that of an ideal mixture of clusters, taken per volume. Concentrations are divided by a reference concentration, and the unit of \(F\) is \(k_BT\) times that reference concentration. The letter \(Q_n\) denotes an equilibrium weight, not heat.

```lean
/-- Free energy of the cluster mixture, for positive concentrations `x n` and positive
equilibrium weights `Q n`. -/
def freeEnergy (N : ℕ) (Q x : ℕ → ℝ) : ℝ :=
  ∑ n ∈ Icc 1 N, x n * (Real.log (x n / Q n) - 1)
```

The next definition is a sum over growth steps, used from part (e) on.

```lean
/-- Sum over growth steps of the current times the logarithm of the ratio of backward to
forward rate, for positive rates. -/
def freeEnergyRate (N : ℕ) (a b x : ℕ → ℝ) : ℝ :=
  ∑ n ∈ Ico 1 N, flux N a b x n *
    (Real.log (b (n + 1) * x (n + 1)) - Real.log (a n * x 1 * x n))
```

Detailed balance, \(a_nQ_n=b_{n+1}Q_{n+1}\), stands for microscopic reversibility: at equilibrium each growth step is balanced by its own reverse.

```lean
/-- The positive weights `Q n`, with `Q 1 = 1`, balance attachment against detachment in every
growth step, and the attachment constants are positive. -/
structure DetailedBalance (N : ℕ) (a b Q : ℕ → ℝ) : Prop where
  one : Q 1 = 1
  pos : ∀ n ∈ Icc 1 N, 0 < Q n
  attach_pos : ∀ n ∈ Ico 1 N, 0 < a n
  balance : ∀ n ∈ Ico 1 N, a n * Q n = b (n + 1) * Q (n + 1)
```

A solution `c t n` is assumed to exist and to be positive on a time set `D`. Derivatives are taken within `D`, hence one-sided at an end point.

```lean
/-- The concentrations `c t n` are positive and obey the Becker–Döring equations at all
times `t` in `D`. -/
structure IsSolution (N : ℕ) (a b : ℕ → ℝ) (D : Set ℝ) (c : ℝ → ℕ → ℝ) : Prop where
  pos : ∀ t ∈ D, ∀ n ∈ Icc 1 N, 0 < c t n
  ode : ∀ t ∈ D, ∀ n ∈ Icc 1 N,
    HasDerivWithinAt (fun s => c s n) (rate N a b (c t) n) D t
```

The hypotheses do not supply the step from a real vapour to these equations, which treat it as uniform and isothermal, with constant coefficients and no cluster above size \(N\).

## (a) Summation by parts

Give each cluster of size \(n\) a value \(\varphi_n\). For \(N\ge1\), show that

\[
\sum_{n=1}^N\varphi_n r_n=\sum_{n=1}^{N-1}J_n(\varphi_{n+1}-\varphi_n-\varphi_1).
\]

**Solution.** Insert the rates and shift the index in the gain terms:

\[
\sum_{n=1}^N\varphi_nr_n=\sum_{n=1}^{N-1}\varphi_{n+1}J_n-\sum_{n=1}^{N}\varphi_nJ_n-\varphi_1\sum_{n=1}^{N-1}J_n .
\]

Since \(J_N=0\), the middle sum also ends at \(N-1\), and the terms combine.

In Lean, `parts` proves the shift by induction on the upper limit `m`, with the boundary term \(\varphi_mJ_m\) kept and the monomer sum held fixed as `S`. Then `h0` removes the boundary term at \(N\).

```lean
/-- The total rate of change of a quantity that assigns `φ n` to each cluster of size `n` is
the sum over growth steps of the current times the change of `φ` in that step. -/
theorem sum_rate {N : ℕ} (hN : 1 ≤ N) (a b x φ : ℕ → ℝ) :
    ∑ n ∈ Icc 1 N, φ n * rate N a b x n =
      ∑ n ∈ Ico 1 N, flux N a b x n * (φ (n + 1) - φ n - φ 1) := by
  -- summation by parts, with the boundary term kept
  have parts : ∀ (J : ℕ → ℝ) (S : ℝ) (m : ℕ), 1 ≤ m →
      ∑ n ∈ Icc 1 m, φ n * (if n = 1 then -J 1 - S else J (n - 1) - J n) =
        ∑ n ∈ Ico 1 m, J n * (φ (n + 1) - φ n) - φ m * J m - φ 1 * S := by
    intro J S m hm
    induction m, hm using Nat.le_induction with
    | base =>
      rw [Icc_self, sum_singleton, Ico_self, sum_empty, if_pos rfl]
      ring
    | succ m hm ih =>
      rw [sum_Icc_succ_top (show 1 ≤ m + 1 by omega), ih, sum_Ico_succ_top hm,
        if_neg (show ¬ (m + 1 = 1) by omega), Nat.add_sub_cancel]
      ring
  have h := parts (flux N a b x) (∑ k ∈ Ico 1 N, flux N a b x k) N hN
  have h0 : flux N a b x N = 0 := by simp [flux]
  simp only [rate]
  rw [h, h0, mul_zero, sub_zero, mul_sum, ← sum_sub_distrib]
  exact sum_congr rfl fun n _ => by ring
```

## (b) Conservation of monomers

Show that free and bound monomers together are conserved:

\[
\sum_{n=1}^N n\,r_n=0.
\]

**Solution.** Put \(\varphi_n=n\) in (a). Each bracket is \((n+1)-n-1=0\). The identity holds for any real `x`, without detailed balance.

```lean
/-- The kinetics conserves the total number of monomers, free and bound in clusters. -/
theorem mass_conserved {N : ℕ} (hN : 1 ≤ N) (a b x : ℕ → ℝ) :
    ∑ n ∈ Icc 1 N, (n : ℝ) * rate N a b x n = 0 :=
  (sum_rate hN a b x (fun n => (n : ℝ))).trans
    (sum_eq_zero fun n _ => by push_cast; ring)
```

## (c) Sign of the detachment constants

Detailed balance assumes positive \(a_n\) and \(Q_n\). Deduce, for \(1\le n<N\),

\[
b_{n+1}>0.
\]

**Solution.** We have \(b_{n+1}=a_nQ_n/Q_{n+1}\), a quotient of positive numbers. Lean argues by contradiction: if \(b_{n+1}\le0\), then \(b_{n+1}Q_{n+1}\le 0\), yet it equals \(a_nQ_n>0\).

```lean
/-- Under detailed balance the detachment constants are positive. -/
theorem DetailedBalance.detach_pos {N : ℕ} {a b Q : ℕ → ℝ} (hQ : DetailedBalance N a b Q)
    {n : ℕ} (hn : n ∈ Ico 1 N) : 0 < b (n + 1) := by
  obtain ⟨h1, h2⟩ := mem_Ico.1 hn
  have hq := hQ.pos n (mem_Icc.2 ⟨h1, by omega⟩)
  have hq' := hQ.pos (n + 1) (mem_Icc.2 ⟨by omega, by omega⟩)
  by_contra hneg
  nlinarith [mul_nonneg (neg_nonneg.2 (not_lt.1 hneg)) hq'.le,
    mul_pos (hQ.attach_pos n hn) hq, hQ.balance n hn]
```

## (d) Dissipation in one step

Let \(p_n=a_nx_1x_n\) and \(q_n=b_{n+1}x_{n+1}\) be the forward and backward rates at positive concentrations. Show that

\[
(p_n-q_n)(\log q_n-\log p_n)\le0,
\]

with equality only if \(p_n=q_n\).

**Solution.** Both rates are positive, by (c) for \(q_n\). The logarithm is increasing, so the two factors never have the same sign. If the product is zero, then \(p_n=q_n\) or \(\log p_n=\log q_n\), and the second also gives \(p_n=q_n\).

Lean replaces the two rates by plain letters `p` and `q`, splits on their order, and uses injectivity of the logarithm for the equality case.

```lean
/-- Under detailed balance and at positive concentrations, each growth step contributes a
nonpositive term to the free-energy rate, and the term is zero only if forward and backward
rates agree. -/
theorem step_dissipation {N : ℕ} {a b Q x : ℕ → ℝ} (hQ : DetailedBalance N a b Q)
    (hx : ∀ n ∈ Icc 1 N, 0 < x n) {n : ℕ} (hn : n ∈ Ico 1 N) :
    flux N a b x n * (Real.log (b (n + 1) * x (n + 1)) - Real.log (a n * x 1 * x n)) ≤ 0 ∧
    (flux N a b x n * (Real.log (b (n + 1) * x (n + 1)) - Real.log (a n * x 1 * x n)) = 0 →
      a n * x 1 * x n = b (n + 1) * x (n + 1)) := by
  obtain ⟨h1, h2⟩ := mem_Ico.1 hn
  have hp : 0 < a n * x 1 * x n :=
    mul_pos (mul_pos (hQ.attach_pos n hn) (hx 1 (mem_Icc.2 ⟨le_rfl, by omega⟩)))
      (hx n (mem_Icc.2 ⟨h1, by omega⟩))
  have hq : 0 < b (n + 1) * x (n + 1) :=
    mul_pos (hQ.detach_pos hn) (hx (n + 1) (mem_Icc.2 ⟨by omega, by omega⟩))
  rw [show flux N a b x n = a n * x 1 * x n - b (n + 1) * x (n + 1) from if_pos h2]
  generalize a n * x 1 * x n = p at *
  generalize b (n + 1) * x (n + 1) = q at *
  constructor
  · -- the logarithm is increasing
    rcases le_total p q with h | h
    · nlinarith [mul_nonneg (sub_nonneg.2 h) (sub_nonneg.2 (Real.log_le_log hp h))]
    · nlinarith [mul_nonneg (sub_nonneg.2 h) (sub_nonneg.2 (Real.log_le_log hq h))]
  · intro h
    rcases mul_eq_zero.1 h with h | h
    · exact sub_eq_zero.1 h
    · exact (Real.log_injOn_pos hq hp (sub_eq_zero.1 h)).symm
```

## (e) Time derivative of the free energy

Along a positive solution, with \(p_n,q_n\) evaluated at \(c_n(t)\), show that

\[
\frac{dF}{dt}=\sum_{n=1}^{N-1}J_n(\log q_n-\log p_n).
\]

**Solution.** The product rule gives

\[
\frac{d}{dt}\Bigl[c_n\Bigl(\log\frac{c_n}{Q_n}-1\Bigr)\Bigr]
=c_n'\Bigl(\log\frac{c_n}{Q_n}-1\Bigr)+c_n'=c_n'\log\frac{c_n}{Q_n}.
\]

Use (a) with the chemical potentials \(\varphi_n=\log(c_n/Q_n)\). Since \(Q_1=1\) and \(Q_n/Q_{n+1}=b_{n+1}/a_n\),

\[
\varphi_{n+1}-\varphi_n-\varphi_1=\log\frac{c_{n+1}Q_n}{Q_{n+1}c_nc_1}=\log\frac{b_{n+1}c_{n+1}}{a_nc_1c_n}=\log q_n-\log p_n.
\]

In Lean, `hterm` is the product rule, `sum_rate` is part (a), and `hl` is the logarithm of the balance condition.

```lean
/-- Along a positive solution with detailed balance, the time derivative of the free energy
is `freeEnergyRate`. -/
theorem hasDerivWithinAt_freeEnergy {N : ℕ} (hN : 1 ≤ N) {a b Q : ℕ → ℝ} {D : Set ℝ}
    {c : ℝ → ℕ → ℝ} (hQ : DetailedBalance N a b Q) (hc : IsSolution N a b D c)
    {t : ℝ} (ht : t ∈ D) :
    HasDerivWithinAt (fun s => freeEnergy N Q (c s)) (freeEnergyRate N a b (c t)) D t := by
  have hterm : ∀ n ∈ Icc 1 N,
      HasDerivWithinAt (fun s => c s n * (Real.log (c s n / Q n) - 1))
        (Real.log (c t n / Q n) * rate N a b (c t) n) D t := by
    intro n hn
    have hx := (hc.pos t ht n hn).ne'
    have hq := (hQ.pos n hn).ne'
    have h := hc.ode t ht n hn
    have hl := ((h.div_const (Q n)).log (div_ne_zero hx hq)).sub_const 1
    have e : c t n * (rate N a b (c t) n / Q n / (c t n / Q n)) = rate N a b (c t) n := by
      field_simp
    refine (h.mul hl).congr_deriv ?_
    linear_combination e
  refine (HasDerivWithinAt.fun_sum hterm).congr_deriv ?_
  refine (sum_rate hN a b (c t) (fun n => Real.log (c t n / Q n))).trans
    (sum_congr rfl fun n hn => ?_)
  -- detailed balance removes the weights from the chemical potentials
  obtain ⟨h1, h2⟩ := mem_Ico.1 hn
  have m1 : 1 ∈ Icc 1 N := mem_Icc.2 ⟨le_rfl, hN⟩
  have m : n ∈ Icc 1 N := mem_Icc.2 ⟨h1, by omega⟩
  have m' : n + 1 ∈ Icc 1 N := mem_Icc.2 ⟨by omega, by omega⟩
  have x1 := (hc.pos t ht 1 m1).ne'
  have x := (hc.pos t ht n m).ne'
  have x' := (hc.pos t ht (n + 1) m').ne'
  have q := (hQ.pos n m).ne'
  have q' := (hQ.pos (n + 1) m').ne'
  have ha := (hQ.attach_pos n hn).ne'
  have hb := (hQ.detach_pos hn).ne'
  have hl := congrArg Real.log (hQ.balance n hn)
  rw [Real.log_mul ha q, Real.log_mul hb q'] at hl
  congr 1
  rw [hQ.one, div_one, Real.log_div x' q', Real.log_div x q, Real.log_mul hb x',
    Real.log_mul (mul_ne_zero ha x1) x, Real.log_mul ha x1]
  linarith
```

## (f) Monotonicity in time

Let `D` be a time interval, bounded or not. For \(s\le t\) in `D`, show that

\[
F(t)\le F(s).
\]

**Solution.** By (e) and (d), \(F'\) is a sum of nonpositive terms, and the mean value theorem gives the claim. In Lean, `Convex ℝ D` says that `D` is an interval and `AntitoneOn` is the inequality. The proof supplies continuity on `D` and a nonpositive derivative in its interior. For \(N=1\) there are no growth steps and \(F\) is constant.

```lean
/-- H-theorem of nucleation kinetics: with detailed balance, the free energy never increases
in time along a positive solution of the Becker–Döring equations on a time interval `D`. -/
theorem freeEnergy_antitoneOn {N : ℕ} (hN : 1 ≤ N) {a b Q : ℕ → ℝ} {D : Set ℝ}
    (hD : Convex ℝ D) {c : ℝ → ℕ → ℝ} (hQ : DetailedBalance N a b Q)
    (hc : IsSolution N a b D c) : AntitoneOn (fun t => freeEnergy N Q (c t)) D :=
  antitoneOn_of_hasDerivWithinAt_nonpos hD
    (fun _ ht => (hasDerivWithinAt_freeEnergy hN hQ hc ht).continuousWithinAt)
    (fun _ ht => (hasDerivWithinAt_freeEnergy hN hQ hc (interior_subset ht)).mono
      interior_subset)
    (fun t ht => sum_nonpos fun _ hn =>
      (step_dissipation hQ (hc.pos t (interior_subset ht)) hn).1)
```

In a simulation of these same equations, with positive rate constants that do not change in time, a computed rise of \(F\) therefore points to a numerical or programming error, lost positivity, or rate constants out of balance with the \(Q_n\). If the monomer concentration is held fixed instead, the theorem does not apply and \(F\) can rise.

## (g) States without dissipation

At positive concentrations, show that the sum in (e) vanishes exactly when

\[
x_n=Q_nx_1^n\qquad(1\le n\le N).
\]

**Solution.** A sum of nonpositive terms is zero only if every term is, so \(p_n=q_n\) by (d). The formula holds at \(n=1\). If it holds at \(n\), then

\[
x_{n+1}=\frac{a_nx_1x_n}{b_{n+1}}=\frac{a_nQ_n}{b_{n+1}}x_1^{n+1}=Q_{n+1}x_1^{n+1}.
\]

Conversely, the formula gives \(J_n=(a_nQ_n-b_{n+1}Q_{n+1})x_1^{n+1}=0\). Lean follows the same induction. This identifies the equilibria; whether a trajectory converges to one is a separate question.

```lean
/-- With detailed balance and positive concentrations, the free-energy rate vanishes exactly
at the equilibrium cluster distributions `x n = Q n * x 1 ^ n`. -/
theorem freeEnergyRate_eq_zero_iff {N : ℕ} {a b Q x : ℕ → ℝ} (hQ : DetailedBalance N a b Q)
    (hx : ∀ n ∈ Icc 1 N, 0 < x n) :
    freeEnergyRate N a b x = 0 ↔ ∀ n ∈ Icc 1 N, x n = Q n * x 1 ^ n := by
  unfold freeEnergyRate
  rw [sum_eq_zero_iff_of_nonpos fun n hn => (step_dissipation hQ hx hn).1]
  constructor
  · intro h n hn
    obtain ⟨h1, h2⟩ := mem_Icc.1 hn
    clear hn
    -- balance of each step fixes the next concentration
    induction n, h1 using Nat.le_induction with
    | base => rw [hQ.one, one_mul, pow_one]
    | succ n h1 ih =>
      have hn : n ∈ Ico 1 N := mem_Ico.2 ⟨h1, by omega⟩
      have e := (step_dissipation hQ hx hn).2 (h n hn)
      apply mul_left_cancel₀ (hQ.detach_pos hn).ne'
      linear_combination -e + a n * x 1 * ih (by omega) + x 1 ^ (n + 1) * hQ.balance n hn
  · intro h n hn
    obtain ⟨h1, h2⟩ := mem_Ico.1 hn
    have e := h n (mem_Icc.2 ⟨h1, by omega⟩)
    have e' := h (n + 1) (mem_Icc.2 ⟨by omega, by omega⟩)
    have hJ : flux N a b x n = 0 := by
      rw [flux, if_pos h2]
      linear_combination a n * x 1 * e - b (n + 1) * e' + x 1 ^ (n + 1) * hQ.balance n hn
    rw [hJ, zero_mul]
```

## (h) Weights from rate constants

For positive \(a_n\) and \(b_n\), show that detailed balance holds with

\[
Q_n=\prod_{k=1}^{n-1}\frac{a_k}{b_{k+1}}.
\]

**Solution.** The empty product gives \(Q_1=1\), all factors are positive, and \(Q_{n+1}=Q_na_n/b_{n+1}\). Lean splits off the last factor with `prod_Ico_succ_top`. It assumes positivity at every index, which is harmless because unused constants can be set to 1.

```lean
/-- For positive attachment and detachment constants, the products of their successive ratios
are weights in detailed balance. -/
theorem detailedBalance_prod (N : ℕ) {a b : ℕ → ℝ} (ha : ∀ n, 0 < a n) (hb : ∀ n, 0 < b n) :
    DetailedBalance N a b (fun n => ∏ k ∈ Ico 1 n, a k / b (k + 1)) where
  one := by simp
  pos := fun n _ => prod_pos fun k _ => div_pos (ha k) (hb (k + 1))
  attach_pos := fun n _ => ha n
  balance := fun n hn => by
    have h := (hb (n + 1)).ne'
    rw [prod_Ico_succ_top (mem_Ico.1 hn).1]
    field_simp
```

## (i) An explicit monomer–dimer trajectory

Take \(N=2\), \(a_1=1\), \(b_2=2\), \(Q_1=1\), \(Q_2=1/2\). Verify detailed balance, and show that for \(t\ge0\) a positive solution is

\[
c_1=1-w,\qquad c_2=\frac{1+w}{2},\qquad w(t)=\frac{3}{5e^{6t}+1}.
\]

The function \(w\) is called `deviation` in Lean.

```lean
/-- A deviation from equilibrium that decays in time. -/
def deviation (t : ℝ) : ℝ := 3 / (5 * Real.exp (6 * t) + 1)

/-- Concentrations of monomers (`n = 1`) and dimers (`n = 2`) in a vapour of these two species, for
times `t ≥ 0`. -/
def dimerPath (t : ℝ) (n : ℕ) : ℝ :=
  if n = 1 then 1 - deviation t else (1 + deviation t) / 2
```

**Solution.** Balance reads \(1\cdot1=2\cdot\tfrac12\). For \(t\ge0\) we have \(0<w\le\tfrac12\), so both concentrations are positive. The current is \(J_1=(1-w)^2-(1+w)=w^2-3w\), and differentiation gives

\[
w'=-\frac{90e^{6t}}{(5e^{6t}+1)^2}=-w(6-2w)=2J_1.
\]

Hence \(c_1'=-w'=-2J_1\) and \(c_2'=w'/2=J_1\). In Lean, `hw` is the equation for \(w'\), and `Set.Ici 0` is the time set \([0,\infty)\).

As \(t\to\infty\), \(w\to0\) and the concentrations tend to \(1\) and \(\tfrac12\), the equilibrium of (g) with \(x_1=1\). Dimers break up on balance, and \(F\) falls from about \(-1.292\) towards \(-1.5\).

```lean
/-- For `N = 2`, attachment constant 1 and detachment constant 2, the weights `1, 1/2` are in
detailed balance and `dimerPath` is a positive solution for all times `t ≥ 0`. -/
theorem dimerPath_witness :
    DetailedBalance 2 (fun _ => 1) (fun _ => 2) (fun n => if n = 1 then 1 else 1 / 2) ∧
    IsSolution 2 (fun _ => 1) (fun _ => 2) (Set.Ici 0) dimerPath := by
  have h1 : ∀ s, dimerPath s 1 = 1 - deviation s := fun s => by simp [dimerPath]
  have h2 : ∀ s, dimerPath s 2 = (1 + deviation s) / 2 := fun s => by simp [dimerPath]
  have hI : Ico 1 2 = {1} := by decide
  have two : ∀ n ∈ Icc 1 2, n = 1 ∨ n = 2 := fun n hn => by
    have := mem_Icc.1 hn
    omega
  refine ⟨⟨by simp, fun n _ => by split_ifs <;> norm_num,
    fun _ _ => one_pos, fun n hn => ?_⟩, ⟨fun t ht n hn => ?_, fun t _ n hn => ?_⟩⟩
  · rw [hI, mem_singleton] at hn
    subst hn
    norm_num
  · have he : 1 ≤ Real.exp (6 * t) := Real.one_le_exp (mul_nonneg (by norm_num) ht)
    have w0 : 0 < deviation t := by unfold deviation; positivity
    have w1 : deviation t < 1 := by
      unfold deviation
      rw [div_lt_one (by positivity)]
      linarith
    rcases two n hn with rfl | rfl
    · rw [h1]; linarith
    · rw [h2]; linarith
  · -- the deviation obeys a logistic equation
    have hw : HasDerivAt deviation (-(deviation t * (6 - 2 * deviation t))) t := by
      have h6 : HasDerivAt (fun s : ℝ => 6 * s) 6 t := by
        simpa using (hasDerivAt_id' t).const_mul (6 : ℝ)
      have hne : 5 * Real.exp (6 * t) + 1 ≠ 0 := by positivity
      refine ((hasDerivAt_const t (3 : ℝ)).fun_div
        ((h6.exp.const_mul 5).add_const 1) hne).congr_deriv ?_
      unfold deviation
      field_simp
      ring
    rcases two n hn with rfl | rfl
    · simp only [h1]
      refine ((hw.const_sub 1).congr_deriv ?_).hasDerivWithinAt
      simp [rate, flux, hI, h1, h2]
      ring
    · simp only [h2]
      refine (((hw.const_add 1).div_const 2).congr_deriv ?_).hasDerivWithinAt
      simp [rate, flux, h1, h2]
      ring

end

end BeckerDoring
```

```lean
#print axioms BeckerDoring.mass_conserved
#print axioms BeckerDoring.freeEnergy_antitoneOn
#print axioms BeckerDoring.freeEnergyRate_eq_zero_iff
#print axioms BeckerDoring.detailedBalance_prod
```

```
'BeckerDoring.mass_conserved' depends on axioms: [propext, Classical.choice, Quot.sound]
'BeckerDoring.freeEnergy_antitoneOn' depends on axioms: [propext, Classical.choice, Quot.sound]
'BeckerDoring.freeEnergyRate_eq_zero_iff' depends on axioms: [propext, Classical.choice, Quot.sound]
'BeckerDoring.detailedBalance_prod' depends on axioms: [propext, Classical.choice, Quot.sound]
```
